# In a finite k·p model with distinct energies, all bands have the bare mass exactly when momentum couples none of them

Can every band at a point of the Brillouin zone have the bare electron mass while momentum still couples the bands? The question is posed here for a finite set of bands with distinct energies and no coupling to bands outside the set. Every sum is then finite and every energy denominator is nonzero. Degenerate band edges are thereby excluded. The type `ι` labels the bands.

```lean
import Mathlib

open Matrix

namespace KPBareMass

noncomputable section

variable {ι : Type*} [Fintype ι] [DecidableEq ι]
```

## Energies, couplings and masses

Let \(k\) be the wavevector along one direction, measured from the expansion point, with \(\hbar=m_0=1\), where \(m_0\) is the bare mass. The model is \(H(k)=H_0+kP+k^2/2\). Here \(H_0\) is diagonal with real entries \(E_n\), and \(P\) is the momentum component along \(k\). The theorems allow any Hermitian matrix as \(P\).

```lean
/-- The Hamiltonian at the expansion point, diagonal in the band basis with energies `E n`. -/
def bandHamiltonian (E : ι → ℝ) : Matrix ι ι ℂ :=
  Matrix.diagonal fun n => (E n : ℂ)
```

Nondegenerate perturbation theory gives \(E_n(k)=E_n+kP_{nn}+k^2(\tfrac12+s_n)+\dots\), with

\[ s_n=\sum_{m\ne n}\frac{|P_{nm}|^2}{E_n-E_m}. \]

```lean
/-- The second-order k.p sum of band `n`: squared momentum matrix elements over energy
differences, for a level `E n` that differs from all other levels. -/
def secondOrderSum (E : ι → ℝ) (P : Matrix ι ι ℂ) (n : ι) : ℝ :=
  ∑ m with m ≠ n, ‖P n m‖ ^ 2 / (E n - E m)
```

The curvature at \(k=0\) is the inverse mass \(w_n=1+2s_n\), in units of \(1/m_0\). Lean takes this formula as the definition and does not derive it from the eigenvalues of \(H(k)\).

```lean
/-- The k.p inverse effective mass of band `n` in units of the inverse bare mass, for a level
`E n` that differs from all other levels. -/
def inverseMass (E : ι → ℝ) (P : Matrix ι ι ℂ) (n : ι) : ℝ :=
  1 + 2 * secondOrderSum E P n
```

The total interband coupling is \(C=\sum_n\sum_{m\ne n}|P_{nm}|^2\), which counts each pair of bands twice.

```lean
/-- The total interband coupling: the sum of `|P n m|²` over all ordered pairs of different
bands. -/
def interbandCoupling (P : Matrix ι ι ℂ) : ℝ :=
  ∑ n, ∑ m with m ≠ n, ‖P n m‖ ^ 2
```

## No coupling means a commuting momentum

A sum of nonnegative terms vanishes only if each term does. Hence \(C=0\) exactly when \(P_{nm}=0\) for all \(m\ne n\). The proof applies this argument first to the outer sum and then to the inner one.

```lean
/-- The total interband coupling vanishes exactly when `P` has no matrix element between
different bands. -/
theorem interbandCoupling_eq_zero_iff (P : Matrix ι ι ℂ) :
    interbandCoupling P = 0 ↔ ∀ n m, m ≠ n → P n m = 0 := by
  unfold interbandCoupling
  constructor
  · intro h n m hmn
    -- a vanishing sum of squares has only vanishing terms
    have h1 := (Finset.sum_eq_zero_iff_of_nonneg
      (fun n _ => by positivity)).1 h n (Finset.mem_univ n)
    have h2 := (Finset.sum_eq_zero_iff_of_nonneg
      (fun m _ => by positivity)).1 h1 m (by simp [hmn])
    simpa using h2
  · intro h
    refine Finset.sum_eq_zero fun n _ => Finset.sum_eq_zero fun m hm => ?_
    rw [h n m (Finset.mem_filter.1 hm).2]
    simp
```

The commutator has entries

\[ [H_0,P]_{nm}=(E_n-E_m)P_{nm}. \]

For distinct levels, written `Function.Injective E`, it vanishes exactly when \(P\) is diagonal. Lean reads off the \((n,m)\) entry of \(H_0P=PH_0\) and cancels the nonzero energy difference. Conversely, it compares the two products entry by entry.

```lean
/-- For distinct band energies, `P` commutes with the band Hamiltonian exactly when it has no
matrix element between different bands. -/
theorem commute_iff_uncoupled {E : ι → ℝ} (hE : Function.Injective E) (P : Matrix ι ι ℂ) :
    Commute (bandHamiltonian E) P ↔ ∀ n m, m ≠ n → P n m = 0 := by
  constructor
  · intro h n m hmn
    have h1 := congrFun (congrFun h.eq n) m
    simp only [bandHamiltonian, Matrix.diagonal_mul, Matrix.mul_diagonal] at h1
    have hd : (E n : ℂ) - (E m : ℂ) ≠ 0 :=
      sub_ne_zero.2 fun h2 => hmn (hE (Complex.ofReal_injective h2)).symm
    have h3 : ((E n : ℂ) - (E m : ℂ)) * P n m = 0 := by linear_combination h1
    exact (mul_eq_zero.1 h3).resolve_left hd
  · intro h
    show bandHamiltonian E * P = P * bandHamiltonian E
    ext n m
    simp only [bandHamiltonian, Matrix.diagonal_mul, Matrix.mul_diagonal]
    rcases eq_or_ne m n with rfl | hmn
    · exact mul_comm _ _
    · rw [h n m hmn]
      simp
```

## Weighting the masses by energy

Choose any reference energy \(\varepsilon\). Write the factor 2 in \(w_n-1=2s_n\) as two copies of the double sum, and exchange \(n\) and \(m\) in one copy. Since \(|P_{mn}|=|P_{nm}|\),

\[
\begin{aligned}
\sum_n(E_n-\varepsilon)(w_n-1)
&=\sum_n\sum_{m\ne n}|P_{nm}|^2\left[\frac{E_n-\varepsilon}{E_n-E_m}+\frac{E_m-\varepsilon}{E_m-E_n}\right]\\
&=\sum_n\sum_{m\ne n}|P_{nm}|^2\,\frac{(E_n-\varepsilon)-(E_m-\varepsilon)}{E_n-E_m}=C.
\end{aligned}
\]

The exchange is `Finset.sum_comm`, which swaps two finite sums when the inner range does not depend on the outer index. The range \(m\ne n\) does depend on it. The auxiliary function `f` therefore runs over all pairs and is zero on the diagonal, and `Finset.sum_filter` translates between the two forms. `nth_rewrite 2` applies the exchange to the second copy only, and `hpair` is the cancellation in the bracket.

```lean
/-- For distinct band energies and Hermitian `P`, the mass corrections weighted by the band
energies, measured from any reference energy `ε`, add up to the total interband coupling. -/
theorem energy_weighted_mass_sum {E : ι → ℝ} (hE : Function.Injective E)
    {P : Matrix ι ι ℂ} (hP : P.IsHermitian) (ε : ℝ) :
    ∑ n, (E n - ε) * (inverseMass E P n - 1) = interbandCoupling P := by
  have hsym : ∀ n m, ‖P m n‖ = ‖P n m‖ := by
    intro n m
    rw [← hP.apply n m, norm_star]
  let f : ι → ι → ℝ := fun n m =>
    if m ≠ n then (E n - ε) * (‖P n m‖ ^ 2 / (E n - E m)) else 0
  have hlhs : ∑ n, (E n - ε) * (inverseMass E P n - 1)
      = ∑ n, ∑ m, f n m + ∑ n, ∑ m, f n m := by
    rw [← Finset.sum_add_distrib]
    refine Finset.sum_congr rfl fun n _ => ?_
    have h1 : ∑ m, f n m = (E n - ε) * secondOrderSum E P n := by
      simp only [f, secondOrderSum, Finset.sum_filter, Finset.mul_sum, mul_ite, mul_zero]
    rw [h1]
    unfold inverseMass
    ring
  -- exchange the two band indices in one half of the double sum
  have hswap : ∑ n, ∑ m, f n m = ∑ n, ∑ m, f m n := Finset.sum_comm
  have hpair : ∀ n m, f n m + f m n = if m ≠ n then ‖P n m‖ ^ 2 else 0 := by
    intro n m
    rcases eq_or_ne m n with rfl | hmn
    · simp [f]
    · have h1 : f n m = (E n - ε) * (‖P n m‖ ^ 2 / (E n - E m)) := if_pos hmn
      have h2 : f m n = (E m - ε) * (‖P m n‖ ^ 2 / (E m - E n)) := if_pos hmn.symm
      have hd : E n - E m ≠ 0 := sub_ne_zero.2 fun h => hmn (hE h).symm
      have h3 : ‖P n m‖ ^ 2 / (E n - E m) * (E n - E m) = ‖P n m‖ ^ 2 :=
        div_mul_cancel₀ _ hd
      rw [if_pos hmn, h1, h2, hsym n m, ← neg_sub (E n) (E m), div_neg]
      -- the energy denominator cancels within each pair
      linear_combination h3
  rw [hlhs]
  nth_rewrite 2 [hswap]
  rw [← Finset.sum_add_distrib]
  unfold interbandCoupling
  refine Finset.sum_congr rfl fun n _ => ?_
  rw [← Finset.sum_add_distrib, Finset.sum_filter]
  exact Finset.sum_congr rfl fun m _ => hpair n m
```

## One band may be left unchecked

Set \(\varepsilon=E_j\). Band \(j\) then has weight zero, so if every other band has \(w_n=1\), the left side vanishes. Thus \(C=0\), and \(P\) commutes with \(H_0\). The three rewrites in the proof follow this chain backwards.

```lean
/-- For distinct band energies and Hermitian `P`, if all bands except possibly band `j` have
the bare mass, then `P` commutes with the band Hamiltonian. -/
theorem commute_of_bare_mass_except_one {E : ι → ℝ} (hE : Function.Injective E)
    {P : Matrix ι ι ℂ} (hP : P.IsHermitian) (j : ι)
    (h : ∀ n, n ≠ j → inverseMass E P n = 1) : Commute (bandHamiltonian E) P := by
  rw [commute_iff_uncoupled hE, ← interbandCoupling_eq_zero_iff,
    ← energy_weighted_mass_sum hE hP (E j)]
  -- measuring energies from band `j` removes it from the sum
  refine Finset.sum_eq_zero fun n _ => ?_
  rcases eq_or_ne n j with rfl | hn
  · simp
  · simp [h n hn]
```

If all \(s_n\) vanish, the identity with \(\varepsilon=0\) again gives \(C=0\). Conversely, if \(P\) commutes with \(H_0\), every numerator in \(s_n\) is zero. This is the equivalence in the title, since \(w_n=1\) means \(s_n=0\).

```lean
/-- For distinct band energies and Hermitian `P`, all second-order k.p sums vanish if and only
if the band Hamiltonian and `P` commute. -/
theorem secondOrderSum_eq_zero_iff_commute {E : ι → ℝ} (hE : Function.Injective E)
    {P : Matrix ι ι ℂ} (hP : P.IsHermitian) :
    (∀ n, secondOrderSum E P n = 0) ↔ Commute (bandHamiltonian E) P := by
  constructor
  · intro h
    rw [commute_iff_uncoupled hE, ← interbandCoupling_eq_zero_iff,
      ← energy_weighted_mass_sum hE hP 0]
    exact Finset.sum_eq_zero fun n _ => by simp [inverseMass, h n]
  · intro h n
    refine Finset.sum_eq_zero fun m hm => ?_
    rw [(commute_iff_uncoupled hE P).1 h n m (Finset.mem_filter.1 hm).2]
    simp
```

In the finite model \(H_0+kP+k^2/2\) with distinct energies, bare masses along one direction in all bands but one therefore rule out any interband momentum coupling along that direction. Models that fold remote bands into modified \(k^2\) terms are not covered. For a crystal's infinite set of bands, the proof given here would also need convergence of the double sum and a justified exchange of its order.

## Small mass deviations limit the coupling

If \(|E_n-\varepsilon|\le W\) for all \(n\), taking absolute values in the identity gives

\[ C\le W\sum_n|w_n-1|. \]

```lean
/-- For distinct band energies within `W` of a reference energy `ε` and Hermitian `P`, the total
interband coupling is at most `W` times the summed deviations of the inverse masses from one. -/
theorem interbandCoupling_le {E : ι → ℝ} (hE : Function.Injective E)
    {P : Matrix ι ι ℂ} (hP : P.IsHermitian) {ε W : ℝ} (hW : ∀ n, |E n - ε| ≤ W) :
    interbandCoupling P ≤ W * ∑ n, |inverseMass E P n - 1| := by
  rw [← energy_weighted_mass_sum hE hP ε, Finset.mul_sum]
  refine Finset.sum_le_sum fun n _ => (le_abs_self _).trans ?_
  rw [abs_mul]
  exact mul_le_mul_of_nonneg_right (hW n) (abs_nonneg _)
```

## A three-band ladder

Take energies \(0,1,2\) and every \(P_{nm}=1\). Then

\[
\begin{aligned}
s_0&=-1-\tfrac12=-\tfrac32, & w_0&=-2,\\
s_1&=1-1=0, & w_1&=1,\\
s_2&=\tfrac12+1=\tfrac32, & w_2&=4.
\end{aligned}
\]

With \(\varepsilon=0\) the weighted sum is \(0\cdot(-3)+1\cdot0+2\cdot3=6\), one for each ordered pair of different bands. With \(\varepsilon=1\) and \(W=1\), the bound holds with equality, \(6=6\).

The middle band has the bare mass because the repulsions from below and above cancel, yet \(P\) is not diagonal. Leaving two bands unchecked is therefore too many. Lean evaluates the middle mass and refutes commutation through the entry \(P_{01}=1\).

```lean
/-- In the ladder of three bands with energies 0, 1, 2 and all momentum matrix elements equal
to one, the middle band has the bare mass although `P` and the band Hamiltonian do not commute. -/
theorem ladder_middle_band_bare_mass :
    inverseMass (fun i : Fin 3 => ((i : ℕ) : ℝ)) (Matrix.of fun _ _ => 1) 1 = 1 ∧
    ¬ Commute (bandHamiltonian fun i : Fin 3 => ((i : ℕ) : ℝ)) (Matrix.of fun _ _ => 1) := by
  constructor
  · -- the repulsions from below and from above cancel
    have h21 : (2 : Fin 3) ≠ 1 := by decide
    norm_num [inverseMass, secondOrderSum, Finset.sum_filter, Fin.sum_univ_three, h21]
  · intro h
    have hE : Function.Injective (fun i : Fin 3 => ((i : ℕ) : ℝ)) :=
      fun a b hab => Fin.ext (Nat.cast_injective (R := ℝ) hab)
    have h1 := (commute_iff_uncoupled hE _).1 h 0 1 (by decide)
    simp at h1

end

end KPBareMass
```

```lean
#print axioms KPBareMass.commute_of_bare_mass_except_one
#print axioms KPBareMass.secondOrderSum_eq_zero_iff_commute
#print axioms KPBareMass.interbandCoupling_le
#print axioms KPBareMass.ladder_middle_band_bare_mass
```

```
'KPBareMass.commute_of_bare_mass_except_one' depends on axioms: [propext, Classical.choice, Quot.sound]
'KPBareMass.secondOrderSum_eq_zero_iff_commute' depends on axioms: [propext, Classical.choice, Quot.sound]
'KPBareMass.interbandCoupling_le' depends on axioms: [propext, Classical.choice, Quot.sound]
'KPBareMass.ladder_middle_band_bare_mass' depends on axioms: [propext, Classical.choice, Quot.sound]
```
